# Boson truncation underestimates relaxation in the coupled one-mode core-boson model, with a factorially small error

## One boson mode coupled to a core hole

Let $w>0$ be the energy of a boson mode and $g\neq 0$ its real coupling to a core hole. The mode may stand for a plasmon or another excitation that screens the hole. Energies are measured from the core-hole state with no bosons and no coupling. Keep the levels $n=0,\dots,N$ and define the truncated lowering operator $b$ by

$$b_{ij}=\sqrt{i+1}\ \text{ if } j=i+1,\qquad b_{ij}=0\ \text{ otherwise.}$$

With the hole present, the Hamiltonian is

$$H_N=\mathrm{diag}(nw)+g\,(b+b^T).$$

The linear coupling is a postulate: the hole exerts a constant force on a harmonic mode. Let $E_N$ be the lowest eigenvalue of $H_N$, and set $s=|g|/w$ and $S_N=\sum_{n=0}^N s^{2n}/n!$.

Without truncation, displacing the oscillator lowers the energy by $g^2/w$, the relaxation energy. The truncated matrix gives $-E_N$ instead.

## A two-sided bound on the missing relaxation

For every $N\ge 0$,

$$0<E_N+\frac{g^2}{w}\le\frac{|g|\,s^{2N+1}}{N!\,S_N},$$

and $E_N\to-g^2/w$ as $N\to\infty$. For this single mode with linear coupling, a cut-off calculation of a core-level spectrum therefore places the fully relaxed line at too high a binding energy, by no more than the right-hand side.

## Completing the square in the truncated space

Column $j\ge1$ of $b$ has one nonzero entry, $\sqrt j$ in row $j-1$, and column $0$ vanishes. Hence $b^Tb=\mathrm{diag}(n)$ exactly. The cutoff damages the other product, $bb^T$, whose last diagonal entry is $0$ instead of $N+1$, but that product is never used.

Put $D=b+g/w$. Then

$$wD^TD=w\,b^Tb+g(b+b^T)+\frac{g^2}{w}=H_N+\frac{g^2}{w}.$$

For a normalised ground eigenvector $v$ this gives

$$E_N+\frac{g^2}{w}=w\,|Dv|^2 .$$

The matrix $D$ is upper triangular with $g/w$ all along its diagonal, so $\det D=(g/w)^{N+1}\neq0$. Thus $Dv\neq0$, and the lower bound is strict.

## The cut-off coherent state as trial state

Take $c_n=(-g/w)^n/\sqrt{n!}$ for $n\le N$. These amplitudes satisfy

$$\sqrt{n+1}\,c_{n+1}=-\frac gw\,c_n .$$

For $n<N$ the two terms of $(Dc)_n=\sqrt{n+1}\,c_{n+1}+(g/w)c_n$ cancel. On the top level the first term is missing, so $(Dc)_N=(g/w)c_N$.

Since $c\cdot c=S_N$, the normalised trial state is $c/\sqrt{S_N}$. The variational principle gives

$$E_N+\frac{g^2}{w}\le\frac{w\,|Dc|^2}{S_N}
=\frac{g^2}{w}\,\frac{s^{2N}}{N!\,S_N}
=\frac{|g|\,s^{2N+1}}{N!\,S_N}.$$

The middle expression says that the relative error is at most the weight of the normalised trial state on the highest retained level. At $N=0$ we have $E_0=0$, and the upper bound is an equality.

Finally, $S_N\ge1$, so the error is at most $(g^2/w)(s^2)^N/N!$, which tends to zero.

## Choosing the cutoff in a spectrum calculation

One way to approximate the satellite spectrum numerically is to diagonalise the tridiagonal matrix $H_N$. Its low eigenvalues approximate the line positions once $N$ is large enough, and the squared overlaps of the corresponding normalised eigenvectors with the zero-boson state approximate the sudden-limit intensities. Eigenvalues near the cutoff are not reliable. The bound controls the lowest line before any diagonalisation.

For $g=w$, so that $s=1$, a cutoff $N=5$ gives $N!\,S_N=326$, and the error is at most $w/326$. With $w=10$ eV that is about 31 meV. At $N=10$ the bound is about $10^{-7}w$.

## The statement in Lean

`Fin (N + 1)` indexes the levels $0,\dots,N$, and all matrices are real. `lower N` is $b$, `hamiltonian w g N` is $H_N$, and `displaced w g N` is $D$. The function `coherent` gives the unnormalised $c_n$; its argument, though named `s`, receives the signed ratio `g / w`, whereas $s$ above is $|g|/w$.

`groundEnergy` is the infimum of the real spectrum, and `groundEnergy_isLeast` shows that this infimum is itself an eigenvalue. `truncation_error` states both inequalities under `0 < w` and `g ≠ 0`, and `groundEnergy_tendsto` states the limit. At $g=0$ the strict lower bound would read $0<0$.

The theorems concern finite matrices and their lowest eigenvalue. They give no bounds on satellite positions or intensities, and the model has no mode dispersion, further modes or lifetime broadening. The infinite-dimensional oscillator does not appear; its ground energy enters only as the number $-g^2/w$ to which the $E_N$ converge.

```lean
import Mathlib

open Matrix Filter Topology

namespace CoreBosonTruncation

noncomputable section

/-- The boson lowering operator on the levels `0, …, N`: it takes level `n + 1` to level `n`
with amplitude `√(n + 1)`. -/
def lower (N : ℕ) : Matrix (Fin (N + 1)) (Fin (N + 1)) ℝ :=
  Matrix.of fun i j => if (j : ℕ) = i + 1 then √((i : ℝ) + 1) else 0

/-- The core-boson Hamiltonian in the presence of the core hole, truncated to at most `N` bosons:
diagonal `n w`, and off-diagonals `g √(n + 1)` between levels `n` and `n + 1`. -/
def hamiltonian (w g : ℝ) (N : ℕ) : Matrix (Fin (N + 1)) (Fin (N + 1)) ℝ :=
  diagonal (fun n : Fin (N + 1) => (n : ℝ) * w) + g • (lower N + (lower N)ᵀ)

/-- The lowest eigenvalue of the truncated core-boson Hamiltonian. -/
def groundEnergy (w g : ℝ) (N : ℕ) : ℝ := sInf (spectrum ℝ (hamiltonian w g N))

/-- The displaced lowering operator `b + g / w`, for `w ≠ 0`. -/
def displaced (w g : ℝ) (N : ℕ) : Matrix (Fin (N + 1)) (Fin (N + 1)) ℝ :=
  lower N + (g / w) • 1

/-- The unnormalised amplitude `(-s)^n / √(n!)` of a coherent state on level `n`. -/
def coherent (s : ℝ) (n : ℕ) : ℝ := (-s) ^ n / √(n.factorial : ℝ)

/-- Truncation leaves the number operator intact: `bᵀ b` is diagonal with entries `n`. -/
theorem number_operator (N : ℕ) :
    (lower N)ᵀ * lower N = diagonal fun n : Fin (N + 1) => (n : ℝ) := by
  ext j k
  rw [Matrix.mul_apply]
  obtain ⟨j, hj⟩ := j
  cases j with
  | zero => simp [lower, Matrix.diagonal_apply]
  | succ m =>
    -- only the intermediate level `m` contributes
    rw [Finset.sum_eq_single (⟨m, by omega⟩ : Fin (N + 1))]
    · by_cases h : (k : ℕ) = m + 1
      · have hk : k = ⟨m + 1, hj⟩ := Fin.ext h
        subst hk
        simp [lower, Real.mul_self_sqrt (show (0 : ℝ) ≤ (m : ℝ) + 1 by positivity)]
      · have hk : (⟨m + 1, hj⟩ : Fin (N + 1)) ≠ k := fun e => h (by rw [← e])
        simp [lower, h, Matrix.diagonal_apply_ne _ hk]
    · intro i _ hi
      have h : ¬ (m = (i : ℕ)) := fun e => hi (Fin.ext e.symm)
      simp [lower, h]
    · intro h
      exact absurd (Finset.mem_univ _) h

/-- Completing the square: for `w ≠ 0` the truncated Hamiltonian, raised by `g² / w`, equals
`w (b + g/w)ᵀ (b + g/w)`. -/
theorem completing_square {w : ℝ} (hw : w ≠ 0) (g : ℝ) (N : ℕ) :
    hamiltonian w g N + (g ^ 2 / w) • 1 = w • ((displaced w g N)ᵀ * displaced w g N) := by
  have hd : diagonal (fun n : Fin (N + 1) => (n : ℝ) * w) = w • ((lower N)ᵀ * lower N) := by
    rw [number_operator]
    ext i j
    by_cases h : i = j
    · subst h
      simp [mul_comm]
    · simp [h]
  obtain ⟨s, rfl⟩ : ∃ s, g = w * s := ⟨g / w, by field_simp⟩
  have h1 : w * s / w = s := mul_div_cancel_left₀ s hw
  have h2 : (w * s) ^ 2 / w = w * s ^ 2 := by field_simp
  rw [hamiltonian, displaced, hd, h1, h2, transpose_add, transpose_smul, transpose_one]
  simp only [add_mul, mul_add, smul_mul_assoc, mul_smul_comm, one_mul, mul_one]
  module

/-- For `w ≠ 0`, the energy form of any real vector `x`, raised by `g² / w` times its squared norm,
is `w` times the squared norm of `(b + g/w) x`. -/
theorem energy_form {w : ℝ} (hw : w ≠ 0) (g : ℝ) (N : ℕ) (x : Fin (N + 1) → ℝ) :
    x ⬝ᵥ (hamiltonian w g N *ᵥ x) + g ^ 2 / w * (x ⬝ᵥ x) =
      w * ((displaced w g N *ᵥ x) ⬝ᵥ (displaced w g N *ᵥ x)) := by
  have h := congrArg (fun M => x ⬝ᵥ (M *ᵥ x)) (completing_square hw g N)
  simp only [Matrix.add_mulVec, Matrix.smul_mulVec, Matrix.one_mulVec, dotProduct_add,
    dotProduct_smul, smul_eq_mul] at h
  rw [h, ← Matrix.mulVec_mulVec, Matrix.dotProduct_mulVec x, Matrix.vecMul_transpose]

/-- The truncated core-boson Hamiltonian is Hermitian. -/
theorem hamiltonian_isHermitian (w g : ℝ) (N : ℕ) : (hamiltonian w g N).IsHermitian := by
  rw [Matrix.IsHermitian, conjTranspose_eq_transpose_of_trivial, hamiltonian, transpose_add,
    diagonal_transpose, transpose_smul, transpose_add, transpose_transpose,
    add_comm (lower N)ᵀ]

/-- The ground energy is itself an eigenvalue, and no eigenvalue lies below it. -/
theorem groundEnergy_isLeast (w g : ℝ) (N : ℕ) :
    IsLeast (spectrum ℝ (hamiltonian w g N)) (groundEnergy w g N) := by
  have hs := (hamiltonian_isHermitian w g N).spectrum_real_eq_range_eigenvalues
  have hf : (spectrum ℝ (hamiltonian w g N)).Finite := by
    rw [hs]
    exact Set.finite_range _
  have hn : (spectrum ℝ (hamiltonian w g N)).Nonempty := by
    rw [hs]
    exact Set.range_nonempty _
  exact ⟨hn.csInf_mem hf, fun E hE => csInf_le hf.bddBelow hE⟩

/-- Variational principle: the energy form of any real vector is at least the ground energy times
its squared norm. -/
theorem variational (w g : ℝ) (N : ℕ) (x : Fin (N + 1) → ℝ) :
    groundEnergy w g N * (x ⬝ᵥ x) ≤ x ⬝ᵥ (hamiltonian w g N *ᵥ x) := by
  have hA : (hamiltonian w g N - algebraMap ℝ _ (groundEnergy w g N)).IsHermitian := by
    refine (hamiltonian_isHermitian w g N).sub ?_
    simp [Matrix.IsHermitian, Algebra.algebraMap_eq_smul_one]
  -- the spectrum measured from the ground energy is nonnegative
  have hps := hA.posSemidef_iff_eigenvalues_nonneg.mpr (fun i => by
    have hm : hA.eigenvalues i ∈
        spectrum ℝ (hamiltonian w g N - algebraMap ℝ _ (groundEnergy w g N)) := by
      rw [hA.spectrum_real_eq_range_eigenvalues]
      exact ⟨i, rfl⟩
    have hm' : hA.eigenvalues i + groundEnergy w g N ∈ spectrum ℝ (hamiltonian w g N) := by
      rw [spectrum.mem_iff] at hm ⊢
      convert hm using 2
      rw [map_add]
      abel
    have := (groundEnergy_isLeast w g N).2 hm'
    change 0 ≤ hA.eigenvalues i
    linarith)
  have h := hps.dotProduct_mulVec_nonneg x
  rw [star_trivial, Matrix.sub_mulVec, Algebra.algebraMap_eq_smul_one, Matrix.smul_mulVec,
    Matrix.one_mulVec, dotProduct_sub, dotProduct_smul, smul_eq_mul] at h
  linarith

/-- The displaced lowering operator annihilates the cut-off coherent state except for a remainder
on the highest retained level `N`. -/
theorem displaced_coherent (w g : ℝ) (N : ℕ) :
    displaced w g N *ᵥ (fun n : Fin (N + 1) => coherent (g / w) n) =
      Pi.single (Fin.last N) (g / w * coherent (g / w) N) := by
  have hrec : ∀ (s : ℝ) (n : ℕ), √((n : ℝ) + 1) * coherent s (n + 1) = -s * coherent s n := by
    intro s n
    have h1 : √((n : ℝ) + 1) ≠ 0 := by positivity
    simp only [coherent]
    rw [Nat.factorial_succ, Nat.cast_mul, Nat.cast_succ, Real.sqrt_mul (by positivity),
      pow_succ, ← mul_div_assoc, mul_div_mul_left _ _ h1]
    ring
  ext i
  rw [displaced, Matrix.add_mulVec, Matrix.smul_mulVec, Matrix.one_mulVec, Pi.add_apply,
    Pi.smul_apply, smul_eq_mul]
  by_cases h : i = Fin.last N
  · subst h
    have h0 : (lower N *ᵥ fun n : Fin (N + 1) => coherent (g / w) n) (Fin.last N) = 0 := by
      simp only [Matrix.mulVec, dotProduct]
      refine Finset.sum_eq_zero fun j _ => ?_
      have hj : ¬ ((j : ℕ) = N + 1) := by omega
      simp [lower, hj]
    rw [h0]
    simp
  · have hi : (i : ℕ) < N := by
      have h1 := i.isLt
      have h2 : (i : ℕ) ≠ N := fun e => h (Fin.ext e)
      omega
    have h0 : (lower N *ᵥ fun n : Fin (N + 1) => coherent (g / w) n) i =
        √((i : ℝ) + 1) * coherent (g / w) (i + 1) := by
      simp only [Matrix.mulVec, dotProduct]
      rw [Finset.sum_eq_single (⟨i + 1, by omega⟩ : Fin (N + 1))]
      · simp [lower]
      · intro j _ hj
        have hj' : ¬ ((j : ℕ) = i + 1) := fun e => hj (Fin.ext e)
        simp [lower, hj']
      · intro h
        exact absurd (Finset.mem_univ _) h
    rw [h0, hrec, Pi.single_eq_of_ne h]
    ring

/-- For `w > 0` and `g ≠ 0`, the truncated ground energy lies strictly above `-g² / w`, by at most
`|g| s^(2N+1) / (N! ∑_{n ≤ N} s^(2n) / n!)` with `s = |g| / w`. -/
theorem truncation_error {w g : ℝ} (hw : 0 < w) (hg : g ≠ 0) (N : ℕ) :
    0 < groundEnergy w g N + g ^ 2 / w ∧
    groundEnergy w g N + g ^ 2 / w ≤ |g| * (|g| / w) ^ (2 * N + 1) /
      (N.factorial * ∑ n ∈ Finset.range (N + 1), (|g| / w) ^ (2 * n) / n.factorial) := by
  constructor
  · have hpos : ∀ x : Fin (N + 1) → ℝ, x ≠ 0 → 0 < x ⬝ᵥ x := fun x hx =>
      lt_of_le_of_ne (Finset.sum_nonneg fun i _ => mul_self_nonneg _)
        (Ne.symm (mt dotProduct_self_eq_zero.mp hx))
    -- `b + g/w` is triangular with diagonal `g/w`, hence injective
    have hdet : (displaced w g N).det ≠ 0 := by
      rw [Matrix.det_of_isUpperTriangular]
      · refine Finset.prod_ne_zero_iff.mpr fun i _ => ?_
        simp [displaced, lower, hg, hw.ne']
      · intro i j hij
        have h1 : (j : ℕ) < i := hij
        have h2 : ¬ ((j : ℕ) = i + 1) := by omega
        have h3 : i ≠ j := by
          rintro rfl
          exact lt_irrefl _ h1
        simp [displaced, lower, h2, h3]
    -- evaluate the completed square on a ground state
    have hE := (groundEnergy_isLeast w g N).1
    rw [spectrum.mem_iff, Matrix.isUnit_iff_isUnit_det, isUnit_iff_ne_zero, not_not,
      ← Matrix.exists_mulVec_eq_zero_iff] at hE
    obtain ⟨v, hv, h0⟩ := hE
    rw [Matrix.sub_mulVec, Algebra.algebraMap_eq_smul_one, Matrix.smul_mulVec,
      Matrix.one_mulVec, sub_eq_zero] at h0
    have hform := energy_form hw.ne' g N v
    rw [← h0, dotProduct_smul, smul_eq_mul, ← add_mul] at hform
    have hy := hpos _ (fun h => hv (Matrix.eq_zero_of_mulVec_eq_zero hdet h))
    refine (mul_pos_iff_of_pos_right (hpos v hv)).mp ?_
    rw [hform]
    exact mul_pos hw hy
  · have hr : 0 < |g| / w := div_pos (abs_pos.mpr hg) hw
    have hsq : ∀ n : ℕ, coherent (g / w) n * coherent (g / w) n =
        (|g| / w) ^ (2 * n) / n.factorial := by
      intro n
      have h : -(g / w) * -(g / w) = (|g| / w) ^ 2 := by
        rw [div_pow, sq_abs]
        ring
      rw [coherent, div_mul_div_comm, Real.mul_self_sqrt (by positivity), ← mul_pow, h,
        ← pow_mul]
    have hS : 0 < ∑ n ∈ Finset.range (N + 1), (|g| / w) ^ (2 * n) / (n.factorial : ℝ) :=
      Finset.sum_pos (fun n _ => by positivity) ⟨0, by simp⟩
    -- the cut-off coherent state is the trial state
    have hvar := variational w g N (fun n => coherent (g / w) n)
    have hform := energy_form hw.ne' g N (fun n => coherent (g / w) n)
    have hnorm : (fun n : Fin (N + 1) => coherent (g / w) n) ⬝ᵥ
        (fun n : Fin (N + 1) => coherent (g / w) n) =
        ∑ n ∈ Finset.range (N + 1), (|g| / w) ^ (2 * n) / (n.factorial : ℝ) := by
      rw [← Fin.sum_univ_eq_sum_range (fun n => (|g| / w) ^ (2 * n) / (n.factorial : ℝ))]
      exact Finset.sum_congr rfl fun i _ => hsq i
    rw [displaced_coherent, single_dotProduct, Pi.single_eq_same, hnorm] at hform
    rw [hnorm] at hvar
    have hval : w * (g / w * coherent (g / w) N * (g / w * coherent (g / w) N)) =
        |g| * (|g| / w) ^ (2 * N + 1) / N.factorial := by
      have h1 : w * (g / w) ^ 2 = g ^ 2 / w := by field_simp
      have h2 : |g| * (|g| / w) = g ^ 2 / w := by
        rw [← mul_div_assoc, abs_mul_abs_self, sq]
      calc _ = w * (g / w) ^ 2 * (coherent (g / w) N * coherent (g / w) N) := by ring
        _ = |g| * (|g| / w) * ((|g| / w) ^ (2 * N) / N.factorial) := by rw [hsq, h1, h2]
        _ = _ := by ring
    rw [← div_div, le_div_iff₀ hS, ← hval, ← hform, add_mul]
    linarith

/-- For `w > 0` and `g ≠ 0`, the truncated ground energies converge to `-g² / w` as the number of
retained bosons grows. -/
theorem groundEnergy_tendsto {w g : ℝ} (hw : 0 < w) (hg : g ≠ 0) :
    Tendsto (fun N => groundEnergy w g N) atTop (𝓝 (-(g ^ 2 / w))) := by
  have hr : 0 < |g| / w := div_pos (abs_pos.mpr hg) hw
  have hlim := (FloorSemiring.tendsto_pow_div_factorial_atTop ((|g| / w) ^ 2)).const_mul
    (|g| * (|g| / w))
  rw [mul_zero] at hlim
  have h0 : Tendsto (fun N => groundEnergy w g N + g ^ 2 / w) atTop (𝓝 0) := by
    refine squeeze_zero (fun N => (truncation_error hw hg N).1.le) (fun N => ?_) hlim
    -- the normalisation sum is at least its vacuum term, which is one
    have hS : 1 ≤ ∑ n ∈ Finset.range (N + 1), (|g| / w) ^ (2 * n) / (n.factorial : ℝ) := by
      have h := Finset.single_le_sum
        (f := fun n : ℕ => (|g| / w) ^ (2 * n) / (n.factorial : ℝ))
        (fun n _ => by positivity) (Finset.mem_range.mpr (Nat.succ_pos N))
      simpa using h
    calc _ ≤ _ := (truncation_error hw hg N).2
      _ ≤ |g| * (|g| / w) ^ (2 * N + 1) / (N.factorial * 1) := by gcongr
      _ = |g| * (|g| / w) * (((|g| / w) ^ 2) ^ N / N.factorial) := by
        rw [mul_one, pow_succ, pow_mul]
        ring
  have h1 : Tendsto (fun N => groundEnergy w g N + g ^ 2 / w - g ^ 2 / w) atTop
      (𝓝 (0 - g ^ 2 / w)) := h0.sub_const (g ^ 2 / w)
  rw [zero_sub] at h1
  exact h1.congr fun N => add_sub_cancel_right _ _

end

end CoreBosonTruncation
```

```lean
#print axioms CoreBosonTruncation.truncation_error
#print axioms CoreBosonTruncation.groundEnergy_tendsto
```

```
'CoreBosonTruncation.truncation_error' depends on axioms: [propext, Classical.choice, Quot.sound]
'CoreBosonTruncation.groundEnergy_tendsto' depends on axioms: [propext, Classical.choice, Quot.sound]
```

## From the matrix identities to the limit

`number_operator` computes $b^Tb$ entry by entry, using `Finset.sum_eq_single` to keep the one intermediate level that contributes. `completing_square` substitutes $g=ws$, with a signed local $s$, expands the product and lets `module` compare the terms. `energy_form` sandwiches the identity between two copies of a vector $x$, turning $x\cdot D^TDx$ into $Dx\cdot Dx$.

`hamiltonian_isHermitian` gives access to the spectral theorem. `groundEnergy_isLeast` then uses the fact that a finite nonempty set contains its infimum, and `variational` supplies the Rayleigh bound.

In `displaced_coherent`, the local statement `hrec` is the recursion for $c_n$. The case split on `i = Fin.last N` separates the top level from the levels where the terms cancel.

The first half of `truncation_error` obtains $\det D\neq0$ from `Matrix.det_of_isUpperTriangular`, extracts an eigenvector `v`, and evaluates `energy_form` on it. The second half inserts the coherent amplitudes: `hnorm` is $c\cdot c=S_N$, and `hval` evaluates $w|Dc|^2$. `groundEnergy_tendsto` bounds $S_N$ below by its vacuum term and applies `squeeze_zero` with Mathlib's limit of a power over a factorial.

## From eigenvalues to a quadratic form

The variational principle rests on `posSemidef_iff_eigenvalues_nonneg`, which says that a Hermitian matrix is positive semidefinite exactly when its eigenvalues are nonnegative. It is applied to $H_N-E_N$, so no expansion in eigenvectors has to be written out.

The eigenvalues of the shifted matrix must first be related to those of $H_N$. If $\lambda$ is in the spectrum of $H_N-E_N$, then $\lambda+E_N$ is in the spectrum of $H_N$, because both memberships say that the same matrix, $\lambda+E_N-H_N$, is not invertible. The lines `convert hm using 2`, `rw [map_add]` and `abel` establish this equality. Minimality of $E_N$ gives $\lambda\ge0$, and `dotProduct_mulVec_nonneg` turns positive semidefiniteness into $x\cdot(H_N-E_N)x\ge0$ for every $x$, including the unnormalised trial vector.
